# Coupled-perturbed SCF equations in a finite basis are uniquely solvable when the gap exceeds the kernel's lowering

Take one occupied level at energy $0$ and one virtual level at energy $\gamma$. A weak static perturbation mixes them, which changes the density matrix by $X=x\begin{pmatrix}0&1\\1&0\end{pmatrix}$. The changed density alters the mean field, say by $G(X)=cX$. With $F=\mathrm{diag}(0,\gamma)$ and $P=\mathrm{diag}(1,0)$,

$$[F,[X,P]]=\gamma X,\qquad [P,[P,G(X)]]=cX .$$

The self-consistent response thus requires dividing by $\gamma+c$. This is possible for every perturbation unless the kernel cancels the gap, $c=-\gamma$.

## The gap against the kernel

In general, take an orthonormal orbital basis that the perturbation leaves fixed, and let $F$ be a real symmetric Fock matrix commuting with the density $P=P^T=P^2$. To first order, a real symmetric perturbation $V$ changes the density by some $X$ and the Fock matrix by $V+G(X)$. Linearising $[F,P]=0$ and taking the commutator of the result with $P$ gives $R(X)=-[P,[P,V]]$, where

$$R(X)=[F,[X,P]]+[P,[P,G(X)]].$$

The unknown $X$ is symmetric with $PX+XP=X$, which is idempotency to first order. Suppose that $F$ has expectation value at most $\mu$ in normalised occupied vectors and at least $\mu+\gamma$ in virtual ones. Suppose also that the mean-field response $G$ is linear, and that $G(X)$ is symmetric and $\mathrm{Tr}(G(X)X)\ge-\kappa\,\mathrm{Tr}(X^2)$ for these $X$. If $\kappa<\gamma$, then $R$ is a bijection of the space of such $X$.

**The space is preserved.** Both terms of $R(X)$ are symmetric. Since $F$ commutes with $P$, the first stays occupied-virtual; the second is the occupied-virtual part of $G(X)$, because $[P,[P,Z]]=PZ+ZP-2PZP$.

**Kernel term.** Multiplying $PX+XP=X$ by $P$ gives $PXP=0$, so $[[X,P],P]=XP+PX-2PXP=X$. By cyclicity of the trace,
$$\mathrm{Tr}(X[P,[P,G(X)]])=\mathrm{Tr}([[X,P],P]\,G(X))=\mathrm{Tr}(G(X)X).$$

**Fock term.** Expanding and using cyclicity, $FP=PF$ and $P^2=P$,
$$\mathrm{Tr}(X[F,[X,P]])=2\,\mathrm{Tr}((XP)^TF\,XP)-2\,\mathrm{Tr}((PX)^TF\,PX).$$
The columns of $XP$ are virtual, since $PXP=0$, and those of $PX$ are occupied. Both matrices have squared norm $t=\mathrm{Tr}(X^2P)=\tfrac12\mathrm{Tr}(X^2)$. The expression is therefore at least $2(\mu+\gamma)t-2\mu t=\gamma\,\mathrm{Tr}(X^2)$.

**Conclusion.** Together, $\mathrm{Tr}(X R(X))\ge(\gamma-\kappa)\mathrm{Tr}(X^2)$. If $R(X)=0$, then $\mathrm{Tr}(X^2)=\sum_{ij}X_{ij}^2=0$ and $X=0$. An injective linear map of a finite-dimensional space to itself is onto.

**Size of the density change.** With $a=\gamma-\kappa\ge0$,
$$0\le\mathrm{Tr}((R(X)-aX)^2)\le\mathrm{Tr}(R(X)^2)-a^2\,\mathrm{Tr}(X^2).$$

## Three levels in numbers

Let $F=\mathrm{diag}(0,2,5)$, $P=\mathrm{diag}(1,0,0)$ and $G(X)=-X$, so $\gamma=2$ and $\kappa=1$. Then $R$ multiplies $X_{12}$ by $2-1=1$ and $X_{13}$ by $5-1=4$. For a right-hand side with entries $(3,8)$ the solution is $X_{12}=3$, $X_{13}=2$. The bound reads $1^2\cdot26\le146$.

## Densities, kernels and gaps in Lean

The finite type `n` labels a real orthonormal orbital basis.

```lean
import Mathlib

open Matrix

namespace CoupledPerturbedSCF

variable {n : Type*} [Fintype n] [DecidableEq n]

/-- The commutator of two real square matrices. -/
def comm (A B : Matrix n n ℝ) : Matrix n n ℝ := A * B - B * A
```

The name `rotations` denotes the symmetric density changes $X$. The antisymmetric generator usually called an orbital rotation is $[X,P]$.

```lean
/-- The occupied-virtual rotations at the density P: symmetric X with PX + XP = X. -/
def rotations (P : Matrix n n ℝ) : Submodule ℝ (Matrix n n ℝ) where
  carrier := {X | Xᵀ = X ∧ P * X + X * P = X}
  zero_mem' := by simp
  add_mem' := by
    rintro X Y ⟨hX, hX'⟩ ⟨hY, hY'⟩
    refine ⟨by rw [Matrix.transpose_add, hX, hY], ?_⟩
    calc P * (X + Y) + (X + Y) * P = (P * X + X * P) + (P * Y + Y * P) := by noncomm_ring
      _ = X + Y := by rw [hX', hY']
  smul_mem' := by
    rintro c X ⟨hX, hX'⟩
    refine ⟨by rw [Matrix.transpose_smul, hX], ?_⟩
    rw [Matrix.mul_smul, Matrix.smul_mul, ← smul_add, hX']

/-- The coupled-perturbed map: the Fock term [F, [X, P]] plus the projected
response [P, [P, G(X)]] of the mean field. -/
def response (F P : Matrix n n ℝ) (G : Matrix n n ℝ →ₗ[ℝ] Matrix n n ℝ)
    (X : Matrix n n ℝ) : Matrix n n ℝ :=
  comm F (comm X P) + comm P (comm P (G X))
```

In `GappedReference`, occupied means $Pv=v$ and virtual means $Pv=0$. The vectors are unnormalised, hence the factors `v ⬝ᵥ v`. The number $\gamma$ is a lower bound on the gap; its sign is left to the theorems.

```lean
/-- A symmetric Fock matrix F commuting with an orthogonal projector P, with F at most μ
on occupied vectors and at least μ + γ on virtual vectors. -/
structure GappedReference (F P : Matrix n n ℝ) (μ γ : ℝ) : Prop where
  fock_symm : Fᵀ = F
  dens_symm : Pᵀ = P
  idem : P * P = P
  commute : F * P = P * F
  occ : ∀ v : n → ℝ, P *ᵥ v = v → v ⬝ᵥ F *ᵥ v ≤ μ * (v ⬝ᵥ v)
  virt : ∀ v : n → ℝ, P *ᵥ v = 0 → (μ + γ) * (v ⬝ᵥ v) ≤ v ⬝ᵥ F *ᵥ v
```

The constant $\kappa$ limits how far the mean-field response can lower the quadratic form. A pure Hartree kernel allows $\kappa=0$, since the Coulomb self-energy of a density change is non-negative; Fock exchange contributes with the opposite sign. For a given molecule and functional, the bound has to be established separately.

```lean
/-- The kernel G sends rotations to symmetric matrices, and its quadratic form
Tr(G(X)X) on rotations is at least -κ Tr(X²). -/
structure KernelBound (P : Matrix n n ℝ) (G : Matrix n n ℝ →ₗ[ℝ] Matrix n n ℝ)
    (κ : ℝ) : Prop where
  symm : ∀ X ∈ rotations P, (G X)ᵀ = G X
  lower : ∀ X ∈ rotations P, -κ * trace (X * X) ≤ trace (G X * X)
```

## Traces and the invariant space

The first lemma identifies $\mathrm{Tr}(X^2)$ with the sum of squared entries. The second splits a trace into columns, so that the gap can be applied to each, and the third moves a commutator across the trace.

```lean
variable {F P : Matrix n n ℝ} {G : Matrix n n ℝ →ₗ[ℝ] Matrix n n ℝ} {μ γ κ : ℝ}

omit [DecidableEq n] in
/-- For symmetric X, Tr(X²) is the sum of the squares of all entries. -/
theorem trace_sq {X : Matrix n n ℝ} (hX : Xᵀ = X) :
    trace (X * X) = ∑ i, ∑ j, X i j ^ 2 := by
  simp only [Matrix.trace, Matrix.diag_apply, Matrix.mul_apply]
  refine Finset.sum_congr rfl fun i _ => Finset.sum_congr rfl fun j _ => ?_
  have h : X j i = X i j := congrArg (fun N : Matrix n n ℝ => N i j) hX
  rw [h, sq]

omit [DecidableEq n] in
/-- Tr(MᵀAM) is the sum of the quadratic form of A over the columns of M. -/
theorem trace_columns (A M : Matrix n n ℝ) :
    trace (Mᵀ * (A * M)) = ∑ j, (fun i => M i j) ⬝ᵥ A *ᵥ (fun i => M i j) := by
  simp only [Matrix.trace, Matrix.diag_apply, Matrix.mul_apply, Matrix.transpose_apply,
    dotProduct, Matrix.mulVec]

omit [DecidableEq n] in
/-- A commutator moves across the trace: Tr(A[B, C]) = Tr([A, B]C). -/
theorem trace_comm (A B C : Matrix n n ℝ) :
    trace (A * comm B C) = trace (comm A B * C) := by
  have h : trace (A * C * B) = trace (B * (A * C)) := Matrix.trace_mul_comm _ _
  simp only [comm, Matrix.mul_sub, Matrix.sub_mul, Matrix.trace_sub, Matrix.mul_assoc] at h ⊢
  rw [h]
```

In `response_mem`, `hK`, `h1` and `h2` show that $[X,P]$, the Fock term and the kernel term are occupied-virtual. Each `linear_combination` multiplies known matrix identities by suitable factors and adds them.

```lean
/-- For a gapped reference and a kernel G obeying the kernel bound, the coupled-perturbed
map sends occupied-virtual rotations to occupied-virtual rotations. -/
theorem response_mem (h : GappedReference F P μ γ) (hG : KernelBound P G κ)
    {X : Matrix n n ℝ} (hX : X ∈ rotations P) : response F P G X ∈ rotations P := by
  have hZ := hG.symm X hX
  obtain ⟨hXt, -⟩ := hX
  have hP := h.idem
  have hc := h.commute
  change (response F P G X)ᵀ = response F P G X ∧
    P * response F P G X + response F P G X * P = response F P G X
  constructor
  · simp only [response, comm, Matrix.transpose_add, Matrix.transpose_sub,
      Matrix.transpose_mul, h.fock_symm, h.dens_symm, hXt, hZ]
    noncomm_ring
  · -- each of the two terms is purely occupied-virtual
    have hK : P * comm X P + comm X P * P = comm X P := by
      unfold comm
      linear_combination (norm := noncomm_ring) X * hP - hP * X
    have h1 : P * comm F (comm X P) + comm F (comm X P) * P = comm F (comm X P) := by
      generalize comm X P = K at hK ⊢
      unfold comm
      linear_combination (norm := noncomm_ring) F * hK - hK * F - hc * K - K * hc
    have h2 : P * comm P (comm P (G X)) + comm P (comm P (G X)) * P
        = comm P (comm P (G X)) := by
      generalize G X = Z
      have e : comm P (comm P Z) = P * Z + Z * P - P * Z * P - P * Z * P := by
        unfold comm
        linear_combination (norm := noncomm_ring) hP * Z + Z * hP
      rw [e]
      linear_combination (norm := noncomm_ring) hP * Z + Z * hP - hP * Z * P - hP * Z * P
        - P * Z * hP - P * Z * hP
    unfold response
    linear_combination (norm := noncomm_ring) h1 + h2
```

## Coercivity and bijectivity

Here `hker` is the kernel step and `hfock` the expanded Fock term, while `hocc` and `hvirt` apply the gap to the columns of $PX$ and $XP$. The short identities between them follow from cyclicity of the trace, $P^2=P$, $FP=PF$ and $PX+XP=X$, and `nlinarith` combines the inequalities.

```lean
/-- For a gapped reference and a kernel bounded below by -κ, the quadratic form of the
coupled-perturbed map on rotations is at least (γ - κ) Tr(X²). -/
theorem response_coercive (h : GappedReference F P μ γ) (hG : KernelBound P G κ)
    {X : Matrix n n ℝ} (hX : X ∈ rotations P) :
    (γ - κ) * trace (X * X) ≤ trace (X * response F P G X) := by
  have hlow := hG.lower X hX
  obtain ⟨hXt, hX⟩ := hX
  have hP := h.idem
  have h0 : P * X * P = 0 := by
    linear_combination (norm := noncomm_ring) P * hX - hP * X
  -- the kernel term: the double commutator acts as the identity on X
  have hker : trace (X * comm P (comm P (G X))) = trace (G X * X) := by
    have e : comm (comm X P) P = X := by
      unfold comm
      linear_combination (norm := noncomm_ring) X * hP + hP * X + hX - h0 - h0
    rw [trace_comm, trace_comm, e, Matrix.trace_mul_comm]
  -- the gap, applied to the columns of PX (occupied) and XP (virtual)
  have self (M : Matrix n n ℝ) :
      trace (Mᵀ * M) = ∑ j, (fun i => M i j) ⬝ᵥ (fun i => M i j) := by
    have e := trace_columns 1 M
    simpa only [Matrix.one_mul, Matrix.one_mulVec] using e
  have hocc : trace ((P * X)ᵀ * (F * (P * X))) ≤ μ * trace ((P * X)ᵀ * (P * X)) := by
    have e : P * (P * X) = P * X := by rw [← Matrix.mul_assoc, hP]
    rw [trace_columns F (P * X), self (P * X), Finset.mul_sum]
    refine Finset.sum_le_sum fun j _ => h.occ _ ?_
    funext i
    exact congrArg (fun N : Matrix n n ℝ => N i j) e
  have hvirt : (μ + γ) * trace ((X * P)ᵀ * (X * P)) ≤ trace ((X * P)ᵀ * (F * (X * P))) := by
    have e : P * (X * P) = 0 := by rw [← Matrix.mul_assoc, h0]
    rw [trace_columns F (X * P), self (X * P), Finset.mul_sum]
    refine Finset.sum_le_sum fun j _ => h.virt _ ?_
    funext i
    exact congrArg (fun N : Matrix n n ℝ => N i j) e
  rw [Matrix.transpose_mul, hXt, h.dens_symm] at hocc hvirt
  -- cyclicity and the relations for P, F and X reduce the Fock and norm traces to three numbers
  have a1 : trace (P * X * (F * (X * P))) = trace (X * F * X * P) := by
    rw [Matrix.mul_assoc P, Matrix.trace_mul_comm P]
    simp only [Matrix.mul_assoc, hP]
  have a2 : trace (X * P * (X * F)) = trace (X * F * X * P) := by
    rw [Matrix.trace_mul_comm]
    simp only [Matrix.mul_assoc]
  have b1 : X * P * (F * (P * X)) = X * F * P * X := by
    calc X * P * (F * (P * X)) = X * (P * F) * P * X := by simp only [Matrix.mul_assoc]
      _ = X * F * (P * P) * X := by rw [← h.commute]; simp only [Matrix.mul_assoc]
      _ = X * F * P * X := by rw [hP]
  have b2 : trace (X * (X * (P * F))) = trace (X * F * P * X) := by
    rw [Matrix.trace_mul_comm, ← h.commute]
    simp only [Matrix.mul_assoc]
  have s1 : trace (P * X * (X * P)) = trace (X * X * P) := by
    rw [Matrix.mul_assoc P, Matrix.trace_mul_comm P]
    simp only [Matrix.mul_assoc, hP]
  have s2 : trace (X * (P * X)) = trace (X * X * P) := by
    rw [Matrix.trace_mul_comm, Matrix.mul_assoc P, Matrix.trace_mul_comm P]
  have s3 : X * P * (P * X) = X * (P * X) := by
    rw [Matrix.mul_assoc, ← Matrix.mul_assoc P P X, hP]
  have s4 : trace (X * X) = 2 * trace (X * X * P) := by
    have e : X * X = X * (P * X) + X * X * P := by
      rw [Matrix.mul_assoc X X P, ← Matrix.mul_add, hX]
    have e' := congrArg trace e
    rw [Matrix.trace_add, s2] at e'
    linarith
  have hfock : trace (X * comm F (comm X P))
      = 2 * trace (X * F * X * P) - 2 * trace (X * F * P * X) := by
    have e : X * comm F (comm X P)
        = X * F * X * P - X * F * P * X - X * (X * (P * F)) + X * P * (X * F) := by
      unfold comm
      noncomm_ring
    rw [e, Matrix.trace_add, Matrix.trace_sub, Matrix.trace_sub, a2, b2]
    ring
  rw [b1, s3, s2] at hocc
  rw [a1, s1] at hvirt
  rw [response, Matrix.mul_add, Matrix.trace_add, hker, hfock]
  rw [s4] at hlow ⊢
  nlinarith
```

`Set.BijOn` says that the map sends the space into itself, one-to-one and onto. The proof packages $R$ as a linear map `L` on the subspace, derives injectivity from coercivity, and gets surjectivity from finite dimension.

```lean
/-- Coupled-perturbed solvability: for a gapped reference and a kernel bounded below by -κ
with κ < γ, the coupled-perturbed map is a bijection of the occupied-virtual rotations. -/
theorem response_bijOn (h : GappedReference F P μ γ) (hG : KernelBound P G κ) (hκ : κ < γ) :
    Set.BijOn (response F P G) (rotations P) (rotations P) := by
  let L : rotations P →ₗ[ℝ] rotations P :=
    { toFun := fun X => ⟨response F P G X, response_mem h hG X.2⟩
      map_add' := fun X Y => by
        apply Subtype.ext
        change response F P G (X.1 + Y.1) = response F P G X.1 + response F P G Y.1
        simp only [response, comm, map_add]
        noncomm_ring
      map_smul' := fun c X => by
        apply Subtype.ext
        change response F P G (c • X.1) = c • response F P G X.1
        simp only [response, comm, map_smul, Matrix.mul_smul, Matrix.smul_mul,
          ← smul_sub, ← smul_add] }
  -- coercivity leaves no zero modes
  have hinj : Function.Injective L := by
    refine (injective_iff_map_eq_zero L).2 fun X hX => ?_
    have h0 : response F P G X.1 = 0 := congrArg Subtype.val hX
    have hc := response_coercive h hG X.2
    rw [h0, Matrix.mul_zero, Matrix.trace_zero] at hc
    obtain ⟨hXt, -⟩ := X.2
    have hle : trace (X.1 * X.1) ≤ 0 := by
      by_contra hn
      have := mul_pos (sub_pos.2 hκ) (not_le.1 hn)
      linarith
    rw [trace_sq hXt] at hle
    apply Subtype.ext
    ext i j
    have h1 : X.1 i j ^ 2 ≤ ∑ l, X.1 i l ^ 2 :=
      Finset.single_le_sum (f := fun l => X.1 i l ^ 2)
        (fun l _ => sq_nonneg _) (Finset.mem_univ j)
    have h2 : ∑ l, X.1 i l ^ 2 ≤ ∑ k, ∑ l, X.1 k l ^ 2 :=
      Finset.single_le_sum (f := fun k => ∑ l, X.1 k l ^ 2)
        (fun k _ => Finset.sum_nonneg fun l _ => sq_nonneg _) (Finset.mem_univ i)
    have h3 : X.1 i j ^ 2 = 0 := le_antisymm (by linarith) (sq_nonneg _)
    exact pow_eq_zero_iff (two_ne_zero) |>.1 h3
  -- in finite dimension an injective linear map is onto
  have hsurj : Function.Surjective L := LinearMap.injective_iff_surjective.1 hinj
  refine ⟨fun X hX => response_mem h hG hX, fun X hX Y hY e => ?_, fun Y hY => ?_⟩
  · exact congrArg Subtype.val (@hinj ⟨X, hX⟩ ⟨Y, hY⟩ (Subtype.ext e))
  · obtain ⟨X, e⟩ := hsurj ⟨Y, hY⟩
    exact ⟨X.1, X.2, congrArg Subtype.val e⟩
```

For a kernel that is non-negative on all symmetric matrices, $\kappa=0$ and any positive gap suffices.

```lean
/-- For a gapped reference with γ > 0 and a kernel that preserves symmetric matrices and has
Tr(G(X)X) ≥ 0 on them, the coupled-perturbed map is a bijection of the rotations. -/
theorem response_bijOn_of_nonneg (h : GappedReference F P μ γ) (hγ : 0 < γ)
    (hs : ∀ X : Matrix n n ℝ, Xᵀ = X → (G X)ᵀ = G X)
    (hpos : ∀ X : Matrix n n ℝ, Xᵀ = X → 0 ≤ trace (G X * X)) :
    Set.BijOn (response F P G) (rotations P) (rotations P) := by
  refine response_bijOn (κ := 0) h ⟨?_, ?_⟩ hγ
  · rintro X ⟨hX, -⟩
    exact hs X hX
  · rintro X ⟨hX, -⟩
    simpa using hpos X hX
```

For $\kappa<\gamma$, the next inequality bounds the Frobenius norm of the density change $X$ by that of the right-hand side $R(X)$ divided by $\gamma-\kappa$. In static polarisability calculations within this finite, real model, it limits how strongly a small gap can amplify a perturbation.

```lean
/-- For a gapped reference and a kernel bounded below by -κ with κ ≤ γ, a rotation X and its
image R under the coupled-perturbed map satisfy (γ - κ)² Tr(X²) ≤ Tr(R²). -/
theorem response_bound (h : GappedReference F P μ γ) (hG : KernelBound P G κ) (hκ : κ ≤ γ)
    {X : Matrix n n ℝ} (hX : X ∈ rotations P) :
    (γ - κ) ^ 2 * trace (X * X) ≤ trace (response F P G X * response F P G X) := by
  have hco := response_coercive h hG hX
  obtain ⟨hYt, -⟩ := response_mem h hG hX
  obtain ⟨hXt, -⟩ := hX
  generalize response F P G X = Y at hco hYt ⊢
  -- the square of Y - (γ - κ) X has non-negative trace
  have hS : (Y - (γ - κ) • X)ᵀ = Y - (γ - κ) • X := by
    rw [Matrix.transpose_sub, Matrix.transpose_smul, hYt, hXt]
  have hn : 0 ≤ trace ((Y - (γ - κ) • X) * (Y - (γ - κ) • X)) := by
    rw [trace_sq hS]
    exact Finset.sum_nonneg fun i _ => Finset.sum_nonneg fun j _ => sq_nonneg _
  simp only [Matrix.sub_mul, Matrix.mul_sub, Matrix.smul_mul, Matrix.mul_smul,
    Matrix.trace_sub, Matrix.trace_smul, smul_eq_mul, Matrix.trace_mul_comm Y X] at hn
  nlinarith [mul_le_mul_of_nonneg_left hco (sub_nonneg.2 hκ)]
```

## The two-level threshold

The opening example satisfies both sets of hypotheses, with $\kappa=-c$.

```lean
/-- Two levels at energies 0 (occupied) and γ (virtual) form a gapped reference, and the
kernel G(X) = cX obeys the kernel bound with κ = -c. -/
theorem twoLevel_witness (γ c : ℝ) :
    GappedReference !![0, 0; 0, γ] !![1, 0; 0, 0] 0 γ ∧
      KernelBound (!![1, 0; 0, 0] : Matrix (Fin 2) (Fin 2) ℝ) (c • LinearMap.id) (-c) := by
  have e (v : Fin 2 → ℝ) : v ⬝ᵥ !![0, 0; 0, γ] *ᵥ v = γ * v 1 ^ 2 := by
    simp [Matrix.mulVec, dotProduct, Fin.sum_univ_two]
    ring
  refine ⟨⟨?_, ?_, ?_, ?_, fun v hv => ?_, fun v hv => ?_⟩, ⟨?_, ?_⟩⟩
  · ext i j; fin_cases i <;> fin_cases j <;> simp
  · ext i j; fin_cases i <;> fin_cases j <;> simp
  · ext i j; fin_cases i <;> fin_cases j <;> simp [Matrix.mul_apply, Fin.sum_univ_two]
  · ext i j; fin_cases i <;> fin_cases j <;> simp [Matrix.mul_apply, Fin.sum_univ_two]
  · have h1 := congrFun hv 1
    simp [Matrix.mulVec, dotProduct, Fin.sum_univ_two] at h1
    have h2 : v 1 = 0 := by linarith
    rw [e, h2]
    simp
  · have h1 := congrFun hv 0
    simp [Matrix.mulVec, dotProduct, Fin.sum_univ_two] at h1
    rw [e]
    simp only [dotProduct, Fin.sum_univ_two, h1]
    apply le_of_eq
    ring
  · rintro X ⟨hX, -⟩
    rw [LinearMap.smul_apply, LinearMap.id_apply, Matrix.transpose_smul, hX]
  · intro X _
    rw [LinearMap.smul_apply, LinearMap.id_apply, Matrix.smul_mul, Matrix.trace_smul,
      smul_eq_mul, neg_neg]
```

At $c=-\gamma$, so $\kappa=\gamma$, the matrix with off-diagonal entries $1$ is sent to zero. The condition $\kappa<\gamma$ therefore can't be relaxed to $\kappa\le\gamma$.

```lean
/-- In the two-level model with energies 0 and γ, the kernel G(X) = -γX makes the
coupled-perturbed map fail to be injective on the rotations. -/
theorem not_injOn_at_threshold (γ : ℝ) :
    ¬ Set.InjOn (response !![0, 0; 0, γ] !![1, 0; 0, 0] ((-γ) • LinearMap.id))
      (rotations (!![1, 0; 0, 0] : Matrix (Fin 2) (Fin 2) ℝ)) := by
  intro h
  have hX : (!![0, 1; 1, 0] : Matrix (Fin 2) (Fin 2) ℝ) ∈ rotations !![1, 0; 0, 0] := by
    change (!![0, 1; 1, 0] : Matrix (Fin 2) (Fin 2) ℝ)ᵀ = !![0, 1; 1, 0] ∧
      (!![1, 0; 0, 0] : Matrix (Fin 2) (Fin 2) ℝ) * !![0, 1; 1, 0]
        + !![0, 1; 1, 0] * !![1, 0; 0, 0] = !![0, 1; 1, 0]
    constructor <;> ext i j <;> fin_cases i <;> fin_cases j <;> simp
  -- the occupied-virtual rotation is a zero mode
  have e := h hX (rotations _).zero_mem (by
    ext i j
    fin_cases i <;> fin_cases j <;>
      simp [response, comm])
  have e01 := congrArg (fun N : Matrix (Fin 2) (Fin 2) ℝ => N 0 1) e
  simp at e01

end CoupledPerturbedSCF
```

```lean
#print axioms CoupledPerturbedSCF.response_bijOn
-- 'CoupledPerturbedSCF.response_bijOn' depends on axioms: [propext, Classical.choice, Quot.sound]
#print axioms CoupledPerturbedSCF.response_bijOn_of_nonneg
-- 'CoupledPerturbedSCF.response_bijOn_of_nonneg' depends on axioms: [propext, Classical.choice, Quot.sound]
#print axioms CoupledPerturbedSCF.response_bound
-- 'CoupledPerturbedSCF.response_bound' depends on axioms: [propext, Classical.choice, Quot.sound]
#print axioms CoupledPerturbedSCF.not_injOn_at_threshold
-- 'CoupledPerturbedSCF.not_injOn_at_threshold' depends on axioms: [propext, Classical.choice, Quot.sound]
```
